# Open-circuit Peltier flux of two independent bands and the bound (p − q)²/4 on the bipolar Lorenz number

To estimate the lattice thermal conductivity of a semiconductor I subtract an electronic part L σ T from the total, where σ is the electrical conductivity, T the temperature and L a Lorenz number. With one band I take a fixed value L₀. With two bands that respond independently to the same field, say electrons and holes with conductivities a and b and Seebeck coefficients p and q, I am told to add a bipolar term

    κ_bp = T (p − q)² a b/(a + b)

and that its share of L can never exceed (p − q)²/4. The argument I know is that at open circuit the two band currents cancel while the heat that they carry does not. I would like to see this derived with every assumption visible, including what is taken from the Wiedemann-Franz law and what is not, and I would like a machine-checked proof. Does the bound survive for more than two bands, and when is it reached?

## Band currents and the open-circuit field

Take finitely many bands, at least one, labelled by i. Band i has conductivity σ_i > 0 and Seebeck coefficient S_i of either sign. Let E be the effective electric field, which includes the gradient of the chemical potential and is common to all bands, and let g = −dT/dx be the thermal driving force. In linear response band i carries the current density

    J_i = σ_i (E + S_i g)

Define the total conductivity and the conductivity-weighted mean Seebeck coefficient by

    σ = Σ_i σ_i,    S̄ = (Σ_i σ_i S_i)/σ

Since σ > 0, the second definition can be used in the form Σ_i σ_i S_i = S̄ σ. Summing the currents gives

    Σ_i J_i = E σ + g S̄ σ = σ (E + S̄ g)

so the total current vanishes exactly when E = −S̄ g. With this field the individual currents are

    J_i = σ_i (S_i − S̄) g

and these need not vanish.

## The heat carried by cancelling currents

A current J_i transports heat at the rate T S_i J_i, where T S_i is the Peltier coefficient of the band given by the Kelvin relation. At open circuit the Peltier flux is therefore

    T Σ_i S_i J_i = T g Σ_i σ_i S_i (S_i − S̄)

One algebraic identity handles this sum and also the later bound. Write V = Σ_i σ_i (S_i − S̄)². For any real c and d, expanding both sides shows

    (S_i − c)(S_i − d) = (S_i − S̄)² + (2S̄ − c − d) S_i + (c d − S̄²)

Multiply by σ_i, sum over i, and insert Σ_i σ_i S_i = S̄ σ. The last two terms become σ (S̄² − (c + d) S̄ + c d), so

    Σ_i σ_i (S_i − c)(S_i − d) = V + σ (S̄ − c)(S̄ − d)

Choosing c = 0 and d = S̄ removes the last term and leaves Σ_i σ_i S_i (S_i − S̄) = V. The Peltier flux is then proportional to g, like a conducted flux:

    T Σ_i S_i J_i = κ_bp g,    κ_bp = T V

The bipolar Lorenz number is L_bp = κ_bp/(σ T), which for T > 0 equals V/σ, the weighted variance of the Seebeck coefficients.

Suppose further that each band, at zero current of its own, conducts heat with κ_i = L₀ σ_i T and the same L₀ for all bands. The conducted flux is Σ_i L₀ σ_i T g = L₀ σ T g, and adding κ_bp g = L_bp σ T g gives the total electronic heat flux

    (L₀ + L_bp) σ T g

## The bound and the two-band formulas

Let m ≤ S_i ≤ M for all i. Each product (S_i − m)(S_i − M) is nonpositive, so the identity with c = m and d = M gives

    0 ≥ V + σ (S̄ − m)(S̄ − M)

Completing the square,

    (S̄ − m)(S̄ − M) = (S̄ − (m + M)/2)² − (M − m)²/4

Hence V ≤ σ (M − m)²/4 − σ (S̄ − (m + M)/2)² ≤ σ (M − m)²/4, and dividing by σ gives L_bp ≤ (M − m)²/4 for any finite number of bands. Equality needs both inequalities to be tight; since every σ_i > 0, it holds exactly when each S_i equals m or M and S̄ = (m + M)/2, which for m < M means that half of the total conductivity sits at each end. This many-band equality condition is not formalised below. For a single band S̄ equals its Seebeck coefficient, V = 0, and the choice m = M makes both sides zero.

For two bands with conductivities a, b and Seebeck coefficients p, q the mean is S̄ = (a p + b q)/(a + b), so

    p − S̄ = b (p − q)/(a + b),    q − S̄ = −a (p − q)/(a + b)

    V = (a b² + b a²)(p − q)²/(a + b)² = a b (p − q)²/(a + b)

This gives κ_bp = T (p − q)² a b/(a + b) and L_bp = a b (p − q)²/(a + b)². Because (a + b)² − 4 a b = (a − b)², the distance to the bound is a square:

    (p − q)²/4 − L_bp = ((a − b)(p − q)/(2(a + b)))²

It is nonnegative, and it is zero exactly when a = b or p = q. In the second case both sides of the inequality are zero. For a = b and q = −p one finds L_bp = p², and for a = 3b one finds L_bp = 3(p − q)²/16.

## What the Lean theorems assert

The bands are indexed by a finite nonempty type `ι`, and `σ` and `S` are real functions on it, so `σ i` is σ_i and `S i` is S_i. The total σ of the prose is `totalConductivity σ`. The definitions `bandCurrent`, `meanSeebeck`, `peltierFlux`, `bipolarKappa` and `bipolarLorenz` are J_i, S̄, T Σ_i S_i J_i, κ_bp and L_bp. The hypothesis `hσ : ∀ i, 0 < σ i` says that every band conducts. The sign convention is fixed by `σ i * (E + S i * g)`: with g = −dT/dx the open-circuit field is E = S̄ dT/dx. All quantities are plain real numbers in any consistent system of units, and g may have either sign or be zero.

`bipolarKappa` is defined as T V and mentions no current. It earns the name of a thermal conductivity through `peltierFlux_open_circuit`, which says that if the band currents sum to zero, the Peltier flux equals `bipolarKappa T σ S * g`. That theorem holds for every real T. The statements about `bipolarLorenz` assume `0 < T`, so that the division by σ T is a true division (at T = 0 Lean's convention x/0 = 0 would make the quotient zero).

`heatFlux_open_circuit` is the statement about the total flux (L₀ + L_bp) σ T g. The Wiedemann-Franz law enters it as an input: the term `∑ i, L₀ * σ i * T * g` postulates κ_i = L₀ σ_i T band by band. The constant L₀ stands for κ_i/(σ_i T), the ratio of thermal to electrical conductivity within one band divided by the temperature, and is an arbitrary real number here. Nothing in the file derives this proportionality or the Sommerfeld value of L₀ from a Boltzmann equation. What is proved is how the Lorenz number of the parallel combination differs from L₀ once the single-band law is granted.

`bipolarLorenz_le` is the bound (M − m)²/4 under the hypotheses `m ≤ S i` and `S i ≤ M`. It concerns the defined quantity L_bp, involves neither E nor g, and has no equality clause.

The main theorem `two_band_bipolar` takes a, b, T > 0, arbitrary real p, q, E, g, the two current laws as `h₁` and `h₂`, and the open-circuit condition `hJ : J₁ + J₂ = 0`. The bands are the vectors `![a, b]` and `![p, q]` on `Fin 2`: entry 0 holds a and p and carries the current named `J₁`, entry 1 holds b and q and carries `J₂`. There are four conclusions: the flux T(p J₁ + q J₂) equals T g (p − q)² a b/(a + b); L_bp equals a b (p − q)²/(a + b)²; L_bp is at most (p − q)²/4; and equality holds if and only if a = b or p = q. The signs of p and q are free, so the word bipolar names the typical application and not a hypothesis.

Several pieces of physics are built into the definitions and not derived: the linear current law, the common field E, the independence of the bands (no term couples the current of one band to the coefficients of another), and the Kelvin relation in `peltierFlux`. The coefficients are scalars, which describes transport along one direction without tensor effects or a magnetic field, and phonon heat conduction is absent. Within such a model of finitely many independent bands that share one value L₀, the result says how far the Lorenz number of the combination can rise above L₀, given only the spread of the band Seebeck coefficients. Bands computed from a band structure generally have different ratios κ_i/(σ_i T); the bound on L_bp is unaffected by this, but `heatFlux_open_circuit` covers only a common L₀.

```lean
import Mathlib

open Finset

namespace BipolarLorenz

noncomputable section

variable {ι : Type*} [Fintype ι]

/-- Current of band `i` with conductivity `σ i` and Seebeck coefficient `S i`, in a field `E`
and thermal driving force `g` (minus the temperature gradient). -/
def bandCurrent (σ S : ι → ℝ) (E g : ℝ) (i : ι) : ℝ := σ i * (E + S i * g)

/-- Total electrical conductivity of the bands. -/
def totalConductivity (σ : ι → ℝ) : ℝ := ∑ i, σ i

/-- Conductivity-weighted mean Seebeck coefficient. -/
def meanSeebeck (σ S : ι → ℝ) : ℝ := (∑ i, σ i * S i) / totalConductivity σ

/-- Peltier heat flux `T ∑ S i J i` carried by the band currents. -/
def peltierFlux (T : ℝ) (σ S : ι → ℝ) (E g : ℝ) : ℝ := T * ∑ i, S i * bandCurrent σ S E g i

/-- Bipolar thermal conductivity: `T` times the conductivity-weighted sum of squared
deviations of the band Seebeck coefficients from their mean. -/
def bipolarKappa (T : ℝ) (σ S : ι → ℝ) : ℝ := T * ∑ i, σ i * (S i - meanSeebeck σ S) ^ 2

/-- Bipolar Lorenz number: bipolar thermal conductivity over total conductivity times `T`. -/
def bipolarLorenz (T : ℝ) (σ S : ι → ℝ) : ℝ := bipolarKappa T σ S / (totalConductivity σ * T)

variable [Nonempty ι] {σ : ι → ℝ}

/-- The total conductivity of bands with positive conductivities is positive. -/
theorem totalConductivity_pos (hσ : ∀ i, 0 < σ i) : 0 < totalConductivity σ :=
  Finset.sum_pos (fun i _ => hσ i) Finset.univ_nonempty

/-- A weighted second moment of the Seebeck coefficients about `c` and `d` equals the one about
the mean plus the total conductivity times the offsets of the mean from `c` and `d`. -/
theorem moment_shift (hσ : ∀ i, 0 < σ i) (S : ι → ℝ) (c d : ℝ) :
    ∑ i, σ i * ((S i - c) * (S i - d)) = ∑ i, σ i * (S i - meanSeebeck σ S) ^ 2
      + totalConductivity σ * ((meanSeebeck σ S - c) * (meanSeebeck σ S - d)) := by
  have hm : ∑ i, σ i * S i = meanSeebeck σ S * totalConductivity σ :=
    (div_mul_cancel₀ _ (totalConductivity_pos hσ).ne').symm
  calc ∑ i, σ i * ((S i - c) * (S i - d))
      = ∑ i, (σ i * (S i - meanSeebeck σ S) ^ 2 + (2 * meanSeebeck σ S - c - d) * (σ i * S i)
          + (c * d - meanSeebeck σ S ^ 2) * σ i) := Finset.sum_congr rfl fun i _ => by ring
    _ = _ := by
      rw [Finset.sum_add_distrib, Finset.sum_add_distrib, ← Finset.mul_sum, ← Finset.mul_sum, hm]
      unfold totalConductivity
      ring

/-- The total current vanishes exactly when the field is minus the mean Seebeck coefficient
times the thermal driving force. -/
theorem open_circuit_iff (hσ : ∀ i, 0 < σ i) (S : ι → ℝ) (E g : ℝ) :
    ∑ i, bandCurrent σ S E g i = 0 ↔ E = -(meanSeebeck σ S * g) := by
  have hpos := totalConductivity_pos hσ
  have hm : ∑ i, σ i * S i = meanSeebeck σ S * totalConductivity σ :=
    (div_mul_cancel₀ _ hpos.ne').symm
  -- the total current is σ (E + mean * g)
  have hJ : ∑ i, bandCurrent σ S E g i = totalConductivity σ * (E + meanSeebeck σ S * g) := by
    calc ∑ i, bandCurrent σ S E g i = ∑ i, (E * σ i + g * (σ i * S i)) :=
          Finset.sum_congr rfl fun i _ => by unfold bandCurrent; ring
      _ = _ := by
        rw [Finset.sum_add_distrib, ← Finset.mul_sum, ← Finset.mul_sum, hm]
        unfold totalConductivity
        ring
  rw [hJ, mul_eq_zero]
  constructor
  · rintro (h | h)
    · exact absurd h hpos.ne'
    · linarith
  · intro h
    right
    linarith

/-- At zero total current the Peltier heat flux is the bipolar thermal conductivity times the
thermal driving force. -/
theorem peltierFlux_open_circuit (hσ : ∀ i, 0 < σ i) (S : ι → ℝ) (T E g : ℝ)
    (hJ : ∑ i, bandCurrent σ S E g i = 0) :
    peltierFlux T σ S E g = bipolarKappa T σ S * g := by
  have hE := (open_circuit_iff hσ S E g).1 hJ
  have hs := moment_shift hσ S 0 (meanSeebeck σ S)
  -- each band carries σ i (S i - mean) g
  have h : ∑ i, S i * bandCurrent σ S E g i
      = (∑ i, σ i * ((S i - 0) * (S i - meanSeebeck σ S))) * g := by
    rw [Finset.sum_mul]
    refine Finset.sum_congr rfl fun i _ => ?_
    rw [hE]
    unfold bandCurrent
    ring
  unfold peltierFlux bipolarKappa
  rw [h, hs]
  ring

/-- If each band has thermal conductivity `L₀ σ i T`, the conducted plus Peltier heat flux at
zero total current is `(L₀ + L) σ T g` with `L` the bipolar Lorenz number and `σ` the total
conductivity. -/
theorem heatFlux_open_circuit (hσ : ∀ i, 0 < σ i) (S : ι → ℝ) {T : ℝ} (hT : 0 < T)
    (L₀ E g : ℝ) (hJ : ∑ i, bandCurrent σ S E g i = 0) :
    ∑ i, L₀ * σ i * T * g + peltierFlux T σ S E g
      = (L₀ + bipolarLorenz T σ S) * (totalConductivity σ * T) * g := by
  have hne : totalConductivity σ * T ≠ 0 := (mul_pos (totalConductivity_pos hσ) hT).ne'
  have h1 : bipolarLorenz T σ S * (totalConductivity σ * T) = bipolarKappa T σ S :=
    div_mul_cancel₀ _ hne
  have h2 : ∑ i, L₀ * σ i * T * g = L₀ * totalConductivity σ * T * g := by
    unfold totalConductivity
    rw [Finset.mul_sum, Finset.sum_mul, Finset.sum_mul]
  rw [peltierFlux_open_circuit hσ S T E g hJ, h2, ← h1]
  ring

/-- If all band Seebeck coefficients lie between `m` and `M`, the bipolar Lorenz number is at
most `(M - m)² / 4`. -/
theorem bipolarLorenz_le (hσ : ∀ i, 0 < σ i) (S : ι → ℝ) {T m M : ℝ} (hT : 0 < T)
    (hm : ∀ i, m ≤ S i) (hM : ∀ i, S i ≤ M) :
    bipolarLorenz T σ S ≤ (M - m) ^ 2 / 4 := by
  have hpos := totalConductivity_pos hσ
  have hs := moment_shift hσ S m M
  -- every term σ i (S i - m) (S i - M) is nonpositive
  have hneg : ∑ i, σ i * ((S i - m) * (S i - M)) ≤ 0 :=
    Finset.sum_nonpos fun i _ => mul_nonpos_of_nonneg_of_nonpos (hσ i).le
      (mul_nonpos_of_nonneg_of_nonpos (sub_nonneg.2 (hm i)) (sub_nonpos.2 (hM i)))
  have hsq := mul_nonneg hpos.le (sq_nonneg (meanSeebeck σ S - (m + M) / 2))
  have hV : ∑ i, σ i * (S i - meanSeebeck σ S) ^ 2
      ≤ (M - m) ^ 2 / 4 * totalConductivity σ := by
    nlinarith
  unfold bipolarLorenz bipolarKappa
  rw [div_le_iff₀ (mul_pos hpos hT)]
  have := mul_le_mul_of_nonneg_left hV hT.le
  linarith

/-- For two bands the bipolar thermal conductivity is `T (p - q)² a b / (a + b)`. -/
theorem bipolarKappa_two_band {a b : ℝ} (ha : 0 < a) (hb : 0 < b) (p q T : ℝ) :
    bipolarKappa T ![a, b] ![p, q] = T * (p - q) ^ 2 * (a * b) / (a + b) := by
  have hab : a + b ≠ 0 := (add_pos ha hb).ne'
  have h0 : ∀ x y : ℝ, (![x, y] : Fin 2 → ℝ) 0 = x := fun _ _ => rfl
  have h1 : ∀ x y : ℝ, (![x, y] : Fin 2 → ℝ) 1 = y := fun _ _ => rfl
  simp only [bipolarKappa, meanSeebeck, totalConductivity, Fin.sum_univ_two, h0, h1]
  field_simp
  ring

/-- Two bands at zero total current carry the Peltier flux `T g (p - q)² a b / (a + b)`; their
bipolar Lorenz number is `a b (p - q)² / (a + b)²`, at most `(p - q)² / 4`, with equality exactly
when `a = b` or `p = q`. -/
theorem two_band_bipolar {a b T p q E g J₁ J₂ : ℝ} (ha : 0 < a) (hb : 0 < b) (hT : 0 < T)
    (h₁ : J₁ = a * (E + p * g)) (h₂ : J₂ = b * (E + q * g)) (hJ : J₁ + J₂ = 0) :
    T * (p * J₁ + q * J₂) = T * g * (p - q) ^ 2 * (a * b) / (a + b) ∧
    bipolarLorenz T ![a, b] ![p, q] = a * b * (p - q) ^ 2 / (a + b) ^ 2 ∧
    bipolarLorenz T ![a, b] ![p, q] ≤ (p - q) ^ 2 / 4 ∧
    (bipolarLorenz T ![a, b] ![p, q] = (p - q) ^ 2 / 4 ↔ a = b ∨ p = q) := by
  subst h₁ h₂
  have hab : a + b ≠ 0 := (add_pos ha hb).ne'
  have hT' : T ≠ 0 := hT.ne'
  have hσ : ∀ i, 0 < (![a, b] : Fin 2 → ℝ) i := Fin.forall_fin_two.2 ⟨ha, hb⟩
  have h := peltierFlux_open_circuit hσ ![p, q] T E g (by rw [Fin.sum_univ_two]; exact hJ)
  rw [bipolarKappa_two_band ha hb, peltierFlux, Fin.sum_univ_two] at h
  have hQ : T * (p * (a * (E + p * g)) + q * (b * (E + q * g)))
      = T * (p - q) ^ 2 * (a * b) / (a + b) * g := h
  have htot : totalConductivity ![a, b] = a + b := by
    rw [totalConductivity, Fin.sum_univ_two]
    rfl
  have hL : bipolarLorenz T ![a, b] ![p, q] = a * b * (p - q) ^ 2 / (a + b) ^ 2 := by
    rw [bipolarLorenz, bipolarKappa_two_band ha hb, htot]
    field_simp
  -- the gap to the bound is a perfect square
  have hgap : (p - q) ^ 2 / 4 - bipolarLorenz T ![a, b] ![p, q]
      = ((a - b) * (p - q) / (2 * (a + b))) ^ 2 := by
    rw [hL]
    field_simp
    ring
  refine ⟨by rw [hQ]; ring, hL, ?_, ?_⟩
  · have := sq_nonneg ((a - b) * (p - q) / (2 * (a + b)))
    linarith
  · have h2 : 2 * (a + b) ≠ 0 := mul_ne_zero two_ne_zero hab
    rw [eq_comm, ← sub_eq_zero, hgap, pow_eq_zero_iff two_ne_zero, div_eq_zero_iff,
      or_iff_left h2, mul_eq_zero, sub_eq_zero, sub_eq_zero]

end

end BipolarLorenz
```

```lean
#print axioms BipolarLorenz.heatFlux_open_circuit
#print axioms BipolarLorenz.bipolarLorenz_le
#print axioms BipolarLorenz.two_band_bipolar
```

```
'BipolarLorenz.heatFlux_open_circuit' depends on axioms: [propext, Classical.choice, Quot.sound]
'BipolarLorenz.bipolarLorenz_le' depends on axioms: [propext, Classical.choice, Quot.sound]
'BipolarLorenz.two_band_bipolar' depends on axioms: [propext, Classical.choice, Quot.sound]
```

## How the proofs follow the derivation

`totalConductivity_pos` is σ > 0, obtained from `Finset.sum_pos` for a nonempty sum of positive terms.

`moment_shift` is the identity in c and d. The step `hm` turns the definition of the mean into Σ_i σ_i S_i = S̄ σ. The first line of the `calc` block is the termwise expansion, multiplied by σ_i and checked by `ring` for each band. The second line splits the sum in three, pulls the constants out, substitutes `hm`, and `ring` factors the remainder into σ (S̄ − c)(S̄ − d).

`open_circuit_iff` first proves `hJ`, the formula Σ_i J_i = σ (E + S̄ g). Then `mul_eq_zero` splits the vanishing of the product in two cases. The case σ = 0 contradicts positivity, and the other is E = −S̄ g up to rearrangement.

`peltierFlux_open_circuit` takes the field from that equivalence as `hE` and the identity at c = 0, d = S̄ as `hs`. The step `h` substitutes the field in every term, which is J_i = σ_i (S_i − S̄) g multiplied by S_i; the factor is written `S i - 0` so that it matches the shape of `moment_shift`. The closing `ring` discards the term that contains S̄ − S̄.

`heatFlux_open_circuit` combines three equalities: the previous theorem, `h2` for the conducted flux L₀ σ T g, and `h1`, which is L_bp σ T = κ_bp and is where σ T ≠ 0 is used.

In `bipolarLorenz_le`, `hs` is the identity at c = m, d = M, `hneg` says that its left side is nonpositive, and `hsq` is σ (S̄ − (m + M)/2)² ≥ 0, the completed square. From these `nlinarith` obtains `hV`, the inequality V ≤ σ (M − m)²/4. The last lines clear the denominator σ T with `div_le_iff₀` and multiply `hV` by T.

`bipolarKappa_two_band` writes the sums over `Fin 2` as two terms; `field_simp` clears the denominators a + b and `ring` verifies the polynomial identity behind V = a b (p − q)²/(a + b).

`two_band_bipolar` applies `peltierFlux_open_circuit` to the two vectors and inserts the two-band κ_bp, which gives `hQ`, the first conclusion up to the order of factors. `hL` divides by (a + b) T and cancels T. The inequality is not taken from `bipolarLorenz_le`; it comes from `hgap`, the perfect-square formula, which also settles equality. The final chain of rewrites reads: the gap is zero iff the squared quantity is zero, iff its numerator (a − b)(p − q) is zero because 2(a + b) ≠ 0, iff a = b or p = q.

## The step inside a band-resolved transport code

A Boltzmann-transport calculation in the relaxation-time approximation accumulates energy moments of the transport function. Normalise them for band i as A_i = σ_i, B_i = T σ_i S_i and C_i, where C_i/T is the thermal conductivity of the band at E = 0. The open-circuit conductivity of the band alone is κ_i = C_i/T − T σ_i S_i². The moments add over bands, while the subtraction for zero current has to be made once, on the totals:

    κ_e = Σ_i C_i/T − T σ S̄² = Σ_i κ_i + T (Σ_i σ_i S_i² − σ S̄²)

The bracket equals V by `moment_shift` at c = d = 0; the moments A_i, B_i, C_i themselves do not occur in the file, so their use here is an illustration and not a theorem. A code that forms κ_e from the summed moments already contains κ_bp, and adding it again counts it twice. A code that sums the κ_i, or an analysis that subtracts only L₀ σ T from a total conductivity, omits it, and in the second case κ_bp ends up in the lattice part. With arrays of band values the correction is

```python
sigma_tot = sigma.sum()
S_mean = (sigma * S).sum() / sigma_tot
L_bp = (sigma * (S - S_mean)**2).sum() / sigma_tot
kappa_bp = L_bp * sigma_tot * T
```

The centred form avoids subtracting the totals Σ_i σ_i S_i² and σ S̄², which are nearly equal when the spread of the S_i is small compared with the magnitude of their mean. The value `(S.max() - S.min())**2 / 4` is the bound of `bipolarLorenz_le`, and up to rounding `L_bp` has to stay at or below it.
